# Uniform convergence of the Galatry profile to the Dicke Lorentzian at fixed diffusional width

As the collision rate grows at fixed diffusional width, the Galatry line profile converges to the Dicke Lorentzian, uniformly in the detuning. The distance between the two has an explicit bound, derived in part (f). It limits the error made when a Lorentzian stands in for the Galatry profile of a Dicke-narrowed line, in a model where collisions change the velocity of the radiator but neither dephase nor shift the transition.

## Correlation function, profile and Lorentzian

Let \(k\) be the wave number of the light, \(D\) the diffusion coefficient of the radiating molecule and \(G=k^2D\) the diffusional width. Let \(b\) be the rate at which collisions relax the velocity, \(t\) the time and \(x\) the detuning, with \(G\), \(b\) and \(x\) all in angular frequency. For short, \(b\) is called the collision rate, but it is not in general the number of collisions per unit time: when each collision changes the velocity only a little, many are needed to relax it.

```lean
import Mathlib

open MeasureTheory Set Filter Topology

namespace GalatryDicke

noncomputable section
```

The Galatry correlation function is

\[
\varphi(t)=\exp\!\left[-G\left(t-\frac{1-e^{-bt}}{b}\right)\right].
\]

It is taken as given here, not derived from a stochastic model of the motion. In Lean it is `galatry G b t`, with real arguments. The conditions \(G>0\) and \(b>0\) appear as hypotheses of the theorems that need them.

```lean
/-- The Galatry correlation function at time `t`, for diffusional width `G = k² D` and
collision rate `b ≠ 0`. -/
def galatry (G b t : ℝ) : ℝ :=
  Real.exp (-G * (t - (1 - Real.exp (-b * t)) / b))
```

The line profile is the cosine transform over positive times,

\[
P(x)=\int_0^\infty \varphi(t)\cos(xt)\,dt .
\]

`Ioi (0 : ℝ)` is the open half-line \(t>0\). There is no prefactor \(1/\pi\) here. If both \(P\) and the Lorentzian \(L\) below were given that prefactor, the bounds on their difference would also be divided by \(\pi\).

```lean
/-- The Galatry line profile at detuning `x`: the cosine transform of the correlation function
over positive times, for `G > 0` and `b > 0`. -/
def galatryProfile (G b x : ℝ) : ℝ :=
  ∫ t in Ioi (0 : ℝ), galatry G b t * Real.cos (x * t)
```

The Dicke Lorentzian \(L(x)=G/(x^2+G^2)\) has half-width \(G\) at half-maximum and peak height \(1/G\).

```lean
/-- The Dicke Lorentzian of half-width `G > 0` at detuning `x`. -/
def dicke (G x : ℝ) : ℝ := G / (x ^ 2 + G ^ 2)
```

## (a) The transform of a purely diffusive decay

Show that for \(G>0\) the following integral converges absolutely and has the stated value:

\[
\int_0^\infty e^{-Gt}\cos(xt)\,dt=\frac{G}{x^2+G^2}.
\]

**Solution.** The integrand is bounded in size by \(e^{-Gt}\), so the integral converges absolutely. Take

\[
F(t)=\frac{e^{-Gt}\,\bigl(x\sin xt-G\cos xt\bigr)}{x^2+G^2}.
\]

The product rule gives

\[
F'(t)=\frac{e^{-Gt}\,\bigl(-Gx\sin xt+G^2\cos xt+x^2\cos xt+Gx\sin xt\bigr)}{x^2+G^2}=e^{-Gt}\cos xt .
\]

The bracket in \(F\) is at most \(|x|+G\) in size, so \(F(t)\to0\) at late times. The integral is therefore \(0-F(0)=G/(x^2+G^2)\).

In the proof, `hint` is the convergence, `hder` the derivative and `hlim` the limit. The fundamental theorem of calculus on a half-line joins them.

```lean
/-- For `G > 0` the integral for the cosine transform of the purely diffusive correlation
`exp (-G t)` over positive times converges absolutely, and its value is the Dicke Lorentzian. -/
theorem integral_exp_cos {G : ℝ} (hG : 0 < G) (x : ℝ) :
    IntegrableOn (fun t => Real.exp (-G * t) * Real.cos (x * t)) (Ioi 0) ∧
    ∫ t in Ioi (0 : ℝ), Real.exp (-G * t) * Real.cos (x * t) = dicke G x := by
  have hD : 0 < x ^ 2 + G ^ 2 := by positivity
  have hint : IntegrableOn (fun t => Real.exp (-G * t) * Real.cos (x * t)) (Ioi 0) := by
    refine Integrable.mono' (exp_neg_integrableOn_Ioi 0 hG)
      (Continuous.aestronglyMeasurable (by fun_prop)) (Eventually.of_forall fun t => ?_)
    rw [Real.norm_eq_abs, abs_mul, Real.abs_exp]
    exact mul_le_of_le_one_right (Real.exp_pos _).le (Real.abs_cos_le_one _)
  refine ⟨hint, ?_⟩
  -- an explicit antiderivative
  have hder : ∀ t ∈ Ici (0 : ℝ), HasDerivAt
      (fun t => Real.exp (-G * t) * (x * Real.sin (x * t) - G * Real.cos (x * t))
        / (x ^ 2 + G ^ 2)) (Real.exp (-G * t) * Real.cos (x * t)) t := by
    intro t _
    have hl : ∀ c : ℝ, HasDerivAt (fun u : ℝ => c * u) c t := fun c => by
      simpa using (hasDerivAt_id' t).const_mul c
    refine (((hl (-G)).exp.fun_mul (((hl x).sin.const_mul x).fun_sub
      ((hl x).cos.const_mul G))).div_const (x ^ 2 + G ^ 2)).congr_deriv ?_
    rw [div_eq_iff hD.ne']
    ring
  -- it vanishes at late times
  have hlim : Tendsto (fun t => Real.exp (-G * t) *
      (x * Real.sin (x * t) - G * Real.cos (x * t)) / (x ^ 2 + G ^ 2)) atTop (𝓝 0) := by
    have he : Tendsto (fun t : ℝ => Real.exp (-G * t)) atTop (𝓝 0) :=
      Real.tendsto_exp_atBot.comp (tendsto_id.const_mul_atTop_of_neg (neg_lt_zero.2 hG))
    have hc := he.mul_const ((|x| + G) / (x ^ 2 + G ^ 2))
    rw [zero_mul] at hc
    refine squeeze_zero_norm (fun t => ?_) hc
    have h1 : |x * Real.sin (x * t)| ≤ |x| := by
      rw [abs_mul]
      exact mul_le_of_le_one_right (abs_nonneg _) (Real.abs_sin_le_one _)
    have h2 : |G * Real.cos (x * t)| ≤ G := by
      rw [abs_mul, abs_of_pos hG]
      exact mul_le_of_le_one_right hG.le (Real.abs_cos_le_one _)
    have h3 : |x * Real.sin (x * t) - G * Real.cos (x * t)| ≤ |x| + G := by
      obtain ⟨a1, a2⟩ := abs_le.1 h1
      obtain ⟨b1, b2⟩ := abs_le.1 h2
      exact abs_le.2 ⟨by linarith, by linarith⟩
    rw [Real.norm_eq_abs, abs_div, abs_mul, Real.abs_exp, abs_of_pos hD, mul_div_assoc]
    gcongr
  rw [integral_Ioi_of_hasDerivAt_of_tendsto' hder hint hlim, dicke]
  simp only [mul_zero, Real.exp_zero, Real.sin_zero, Real.cos_zero]
  ring
```

## (b) The area under the decay

Show that for \(G>0\)

\[
\int_0^\infty e^{-Gt}\,dt=\frac1G .
\]

**Solution.** Set \(x=0\) in part (a). The cosine becomes one and the right-hand side becomes \(G/G^2=1/G\). The Lean proof makes the same substitution.

```lean
/-- For `G > 0` the diffusive correlation `exp (-G t)` has total area `1 / G` over
positive times. -/
theorem integral_exp {G : ℝ} (hG : 0 < G) :
    ∫ t in Ioi (0 : ℝ), Real.exp (-G * t) = 1 / G := by
  have h := (integral_exp_cos hG 0).2
  simp only [zero_mul, Real.cos_zero, mul_one] at h
  rw [h, dicke, show (0 : ℝ) ^ 2 + G ^ 2 = G * G by ring]
  field_simp
```

## (c) Splitting off the ballistic start

Show that the correlation function is the diffusive decay times a second factor:

\[
\varphi(t)=e^{-Gt}\,\exp\!\left[\frac Gb\left(1-e^{-bt}\right)\right].
\]

**Solution.** Multiply out the exponent,

\[
-G\left(t-\frac{1-e^{-bt}}b\right)=-Gt+\frac Gb\left(1-e^{-bt}\right),
\]

and use \(e^{u+v}=e^ue^v\).

It would be wrong to conclude that \(\varphi(t)\) approaches \(e^{-Gt}\) in ratio once the transient \(e^{-bt}\) has died out. The second factor starts at one and grows to \(e^{G/b}\), so the ballistic start leaves a lasting mark on the amplitude.

```lean
/-- The Galatry correlation is the diffusive decay times a factor that describes the
ballistic start of the motion. -/
theorem galatry_factor (G b t : ℝ) :
    galatry G b t = Real.exp (-G * t) * Real.exp (G / b * (1 - Real.exp (-b * t))) := by
  rw [galatry, ← Real.exp_add]
  congr 1
  ring
```

## (d) Bounds on the excess correlation

Show that for \(G,b>0\) and \(t\ge0\)

\[
0\le\varphi(t)-e^{-Gt}\le\left(e^{G/b}-1\right)e^{-Gt}.
\]

**Solution.** For \(t\ge0\) we have \(0<e^{-bt}\le1\), hence \(0\le1-e^{-bt}\le1\). The second factor in part (c) therefore lies between \(1\) and \(e^{G/b}\). Multiply by \(e^{-Gt}\) and subtract \(e^{-Gt}\).

In the Lean proof, `e0` and `e1` are the lower and upper bounds on that factor, and `nlinarith` carries out the multiplication.

```lean
/-- For `G, b > 0` and times `t ≥ 0` the Galatry correlation is at least the diffusive decay, and
exceeds it by at most `exp (G / b) - 1` times that decay. -/
theorem galatry_excess {G b t : ℝ} (hG : 0 < G) (hb : 0 < b) (ht : 0 ≤ t) :
    0 ≤ galatry G b t - Real.exp (-G * t) ∧
    galatry G b t - Real.exp (-G * t) ≤ (Real.exp (G / b) - 1) * Real.exp (-G * t) := by
  have hq : Real.exp (-b * t) ≤ 1 := Real.exp_le_one_iff.2 (by nlinarith)
  have hp := Real.exp_pos (-b * t)
  have hE := Real.exp_pos (-G * t)
  have e0 := Real.one_le_exp (mul_nonneg (div_pos hG hb).le (sub_nonneg.2 hq))
  have e1 := Real.exp_le_exp.2 (mul_le_of_le_one_right (div_pos hG hb).le
    (show 1 - Real.exp (-b * t) ≤ 1 by linarith))
  rw [galatry_factor]
  constructor <;>
    nlinarith [mul_nonneg hE.le (sub_nonneg.2 e0), mul_nonneg hE.le (sub_nonneg.2 e1)]
```

## (e) Absolute convergence of the Galatry integral

Show that for \(G,b>0\) and every detuning

\[
\int_0^\infty\left|\varphi(t)\cos(xt)\right|dt<\infty .
\]

**Solution.** By part (d), \(0<\varphi(t)\le e^{G/b}e^{-Gt}\), and the cosine is at most one in size. The integrand is thus dominated by a constant times \(e^{-Gt}\), which has finite area by part (b).

Lean assigns the value zero to the integral of a non-integrable function, so this theorem is what makes `galatryProfile` the integral that the physics intends.

```lean
/-- For `G, b > 0` the integral that defines the Galatry profile converges absolutely at
every detuning. -/
theorem galatry_integrable {G b : ℝ} (hG : 0 < G) (hb : 0 < b) (x : ℝ) :
    IntegrableOn (fun t => galatry G b t * Real.cos (x * t)) (Ioi 0) := by
  have hbd : ∀ t ∈ Ioi (0 : ℝ), ‖galatry G b t * Real.cos (x * t)‖
      ≤ Real.exp (G / b) * Real.exp (-G * t) := by
    intro t ht
    have hg : 0 < galatry G b t := Real.exp_pos _
    rw [Real.norm_eq_abs, abs_mul, abs_of_pos hg]
    have h1 := mul_le_of_le_one_right hg.le (Real.abs_cos_le_one (x * t))
    linarith [(galatry_excess hG hb (le_of_lt ht)).2]
  exact Integrable.mono' (Integrable.const_mul (exp_neg_integrableOn_Ioi 0 hG) _)
    (Continuous.aestronglyMeasurable (by unfold galatry; fun_prop))
    (ae_restrict_of_forall_mem measurableSet_Ioi hbd)
```

## (f) The distance between the two profiles

Show that for \(G,b>0\) and every real \(x\)

\[
\left|P(x)-L(x)\right|\le\frac{e^{G/b}-1}{G}.
\]

**Solution.** By part (a), \(L\) is the cosine transform of \(e^{-Gt}\). Both integrals converge, so they may be subtracted under one integral sign:

\[
P(x)-L(x)=\int_0^\infty\left(\varphi(t)-e^{-Gt}\right)\cos(xt)\,dt .
\]

Bound the cosine by one, then use parts (d) and (b):

\[
|P(x)-L(x)|\le\left(e^{G/b}-1\right)\int_0^\infty e^{-Gt}\,dt=\frac{e^{G/b}-1}{G}.
\]

In Lean, `hbd` is the pointwise bound, `integral_sub` combines the integrals, and `norm_integral_le_of_norm_le` passes from the pointwise bound to the integrated one.

```lean
/-- For `G, b > 0` the Galatry profile differs from the Dicke Lorentzian by at most
`(exp (G / b) - 1) / G`, at every detuning `x`. -/
theorem galatry_near_dicke {G b : ℝ} (hG : 0 < G) (hb : 0 < b) (x : ℝ) :
    |galatryProfile G b x - dicke G x| ≤ (Real.exp (G / b) - 1) / G := by
  have hbd : ∀ t ∈ Ioi (0 : ℝ),
      ‖galatry G b t * Real.cos (x * t) - Real.exp (-G * t) * Real.cos (x * t)‖
      ≤ (Real.exp (G / b) - 1) * Real.exp (-G * t) := by
    intro t ht
    have h := galatry_excess hG hb (le_of_lt ht)
    rw [← sub_mul, Real.norm_eq_abs, abs_mul, abs_of_nonneg h.1]
    exact (mul_le_of_le_one_right h.1 (Real.abs_cos_le_one _)).trans h.2
  -- the difference of the profiles is the transform of the excess correlation
  rw [galatryProfile, ← (integral_exp_cos hG x).2,
    ← integral_sub (galatry_integrable hG hb x) (integral_exp_cos hG x).1,
    ← Real.norm_eq_abs]
  refine (norm_integral_le_of_norm_le
    (Integrable.const_mul (exp_neg_integrableOn_Ioi 0 hG) _)
    (ae_restrict_of_forall_mem measurableSet_Ioi hbd)).trans (le_of_eq ?_)
  rw [integral_const_mul, integral_exp hG]
  ring
```

## (g) Uniform convergence at fixed diffusional width

Show that for fixed \(G>0\)

\[
\lim_{b\to\infty}\ \sup_{x}\left|P(x)-L(x)\right|=0 .
\]

**Solution.** The bound in part (f) does not contain \(x\), and it tends to zero because \(G/b\to0\). Explicitly, given \(\varepsilon>0\), it is below \(\varepsilon\) as soon as

\[
b>\frac{G}{\ln(1+\varepsilon G)},
\]

and this threshold serves all detunings at once.

`TendstoUniformly` expresses that order of choices: first \(\varepsilon\), then a range of large \(b\), then any \(x\). The limit \(b\to\infty\) is the filter `atTop`. The proof uses the limit of the bound, `h3`, in place of the explicit threshold.

```lean
/-- At fixed `G > 0` the Galatry profile converges to the Dicke Lorentzian, uniformly in the
detuning, as the collision rate grows. -/
theorem galatry_tendsto_dicke {G : ℝ} (hG : 0 < G) :
    TendstoUniformly (fun b x => galatryProfile G b x) (dicke G) atTop := by
  have h1 : Tendsto (fun b : ℝ => G / b) atTop (𝓝 0) :=
    tendsto_const_nhds.div_atTop tendsto_id
  have h2 := h1.rexp
  rw [Real.exp_zero] at h2
  have h3 := (h2.sub_const 1).div_const G
  rw [sub_self, zero_div] at h3
  rw [Metric.tendstoUniformly_iff]
  intro ε hε
  filter_upwards [h3.eventually_lt_const hε, eventually_gt_atTop 0] with b hlt hb x
  rw [dist_comm, Real.dist_eq]
  exact (galatry_near_dicke hG hb x).trans_lt hlt
```

## (h) A lower bound at the line centre

Show that for \(G,b>0\)

\[
P(0)-L(0)\ge\frac1{G+b}.
\]

**Solution.** Apply \(e^u\ge1+u\) to the second factor in part (c):

\[
\varphi(t)\ge\left(1+\frac Gb\right)e^{-Gt}-\frac Gb\,e^{-(G+b)t}.
\]

Integrate both sides, using part (b) with widths \(G\) and \(G+b\):

\[
P(0)\ge\left(1+\frac Gb\right)\frac1G-\frac Gb\,\frac1{G+b}
=\frac1G+\frac1b-\frac{G}{b(G+b)}=\frac1G+\frac1{G+b}.
\]

Since \(L(0)=1/G\), the claim follows. In Lean, `hpt` is the inequality under the integral, `hm` its integrated form and `he` the final algebra.

Combined with part (f), this settles the limiting case of large \(b\) at fixed \(G\):

\[
\frac{b}{G+b}\le b\,\bigl(P(0)-L(0)\bigr)\le\frac{b\left(e^{G/b}-1\right)}{G}.
\]

Both ends tend to one, so the excess at the line centre falls off as \(1/b\), and no uniform bound can decay faster.

```lean
/-- For `G, b > 0` the Galatry profile at the line centre exceeds the Dicke Lorentzian by at
least `1 / (G + b)`. -/
theorem line_centre_excess {G b : ℝ} (hG : 0 < G) (hb : 0 < b) :
    1 / (G + b) ≤ galatryProfile G b 0 - dicke G 0 := by
  have hGb : 0 < G + b := add_pos hG hb
  have i1 := Integrable.const_mul (exp_neg_integrableOn_Ioi 0 hG) (1 + G / b)
  have i2 := Integrable.const_mul (exp_neg_integrableOn_Ioi 0 hGb) (G / b)
  -- the tangent-line bound for the exponential, under the integral
  have hpt : ∀ t ∈ Ioi (0 : ℝ), (1 + G / b) * Real.exp (-G * t)
      - G / b * Real.exp (-(G + b) * t) ≤ galatry G b t * Real.cos (0 * t) := by
    intro t _
    have hs : Real.exp (-(G + b) * t) = Real.exp (-G * t) * Real.exp (-b * t) := by
      rw [← Real.exp_add]
      congr 1
      ring
    rw [zero_mul, Real.cos_zero, mul_one, galatry_factor, hs]
    linarith [mul_le_mul_of_nonneg_left
      (Real.add_one_le_exp (G / b * (1 - Real.exp (-b * t)))) (Real.exp_pos (-G * t)).le]
  have hm : (∫ t in Ioi (0 : ℝ), ((1 + G / b) * Real.exp (-G * t)
      - G / b * Real.exp (-(G + b) * t)))
      ≤ (∫ t in Ioi (0 : ℝ), galatry G b t * Real.cos (0 * t)) :=
    setIntegral_mono_on (i1.sub i2) (galatry_integrable hG hb 0) measurableSet_Ioi hpt
  rw [integral_sub i1 i2, integral_const_mul, integral_const_mul, integral_exp hG,
    integral_exp hGb] at hm
  have hd : dicke G 0 = 1 / G := by
    rw [dicke, show (0 : ℝ) ^ 2 + G ^ 2 = G * G by ring]
    field_simp
  have he : (1 + G / b) * (1 / G) - G / b * (1 / (G + b)) = 1 / G + 1 / (G + b) := by
    field_simp
    ring
  rw [hd, galatryProfile]
  linarith
```

## (i) A gas at fixed temperature

In a gas at fixed temperature the diffusion coefficient itself falls as collisions become more frequent. For a molecule of mass \(m\) at temperature \(T\), the Einstein relation gives \(D=k_BT/(mb)\), where \(k_B\) is Boltzmann's constant. Hence \(G=s^2/b\), where \(s=k\sqrt{k_BT/m}\) is the root-mean-square Doppler shift. Show that with this \(G\), for \(s,b>0\) and every \(x\),

\[
\left|G\,P(x)-G\,L(x)\right|\le e^{(s/b)^2}-1 .
\]

**Solution.** Multiply part (f) by \(G\), which cancels the denominator, and insert \(G/b=s^2/b^2\).

Because the Lorentzian has peak height \(1/G\), the left-hand side is the error as a fraction of that peak, not the relative error at each detuning. In the far wings the Galatry profile falls as \(1/x^4\) and the Lorentzian only as \(1/x^2\), so there the Lorentzian is too high by a factor that grows without limit, however small the bound. At \(b=10s\) the bound is about one per cent. At \(b=s\) it is \(e-1\approx1.7\), too large to be of use.

The theorem takes \(s\) and \(b\) as positive real numbers and writes \(G\) out as `s ^ 2 / b`. The Einstein relation enters only through that substitution.

```lean
/-- For Doppler width `s > 0`, collision rate `b > 0` and `G = s² / b`, the Galatry profile and
the Dicke Lorentzian, both multiplied by `G`, differ by at most `exp ((s / b)²) - 1`. -/
theorem relative_error_fixed_doppler {s b : ℝ} (hs : 0 < s) (hb : 0 < b) (x : ℝ) :
    |s ^ 2 / b * galatryProfile (s ^ 2 / b) b x - s ^ 2 / b * dicke (s ^ 2 / b) x|
      ≤ Real.exp ((s / b) ^ 2) - 1 := by
  have hG : 0 < s ^ 2 / b := by positivity
  have h := mul_le_mul_of_nonneg_left (galatry_near_dicke hG hb x) hG.le
  rw [← mul_div_assoc, mul_div_cancel_left₀ _ hG.ne',
    show s ^ 2 / b / b = (s / b) ^ 2 by ring] at h
  rw [← mul_sub, abs_mul, abs_of_pos hG]
  exact h

end

end GalatryDicke
```

```lean
#print axioms GalatryDicke.galatry_tendsto_dicke
-- 'GalatryDicke.galatry_tendsto_dicke' depends on axioms: [propext, Classical.choice, Quot.sound]
#print axioms GalatryDicke.line_centre_excess
-- 'GalatryDicke.line_centre_excess' depends on axioms: [propext, Classical.choice, Quot.sound]
#print axioms GalatryDicke.relative_error_fixed_doppler
-- 'GalatryDicke.relative_error_fixed_doppler' depends on axioms: [propext, Classical.choice, Quot.sound]
```
